# The one-loop bubble of the sub-Ohmic spin-boson transition stays bounded up to the transition exactly when s < 1/2

An unbiased two-level system is coupled to a zero-temperature oscillator bath whose spectral density grows as w^s at low frequency w, with 0 < s < 1. Strong enough coupling localises it. Near that transition I describe the order parameter by a Gaussian theory with propagator 1/(r + w^s), where w is now the imaginary frequency in units of the bath cutoff and r > 0 is the distance from the transition. The first correction to the quartic coupling then contains the integral of the squared propagator over w from 0 to 1.

I have read that this correction is harmless for s < 1/2 and not beyond. But at any r > 0 the integrand is at most 1/r², so the integral is finite for every s. Even at r = 0 the propagator itself, w^(−s), is integrable for all s < 1. Where does a threshold at 1/2 come from if I never sit exactly at the transition, and on which side does s = 1/2 fall?

## A bound that survives r → 0, and a logarithm at s = 1/2

The threshold concerns uniformity in r. Each integral is finite, but one constant bounds them all for 0 < r ≤ 1 only when s < 1/2. The value s = 1/2 falls on the unbounded side, with a divergence at least logarithmic in r. The propagator's own integrability does not help, because the loop contains its square, which doubles the infrared exponent from s to 2s.

Write

I(r) = ∫₀¹ dw / (r + w^s)².

Take 0 < s < 1/2 first. Since r + w^s ≥ w^s, dropping r from the denominator can only increase the integrand:

I(r) ≤ ∫₀¹ w^(−2s) dw = 1/(1 − 2s).

The right-hand side does not contain r, so it bounds the whole approach to the transition.

For s ≥ 1/2, introduce the crossover frequency a = r^(1/s), at which the bath term equals the distance from the transition: a^s = r. For 0 < r ≤ 1 it satisfies 0 < a ≤ 1. When a ≤ w ≤ 1 we have r ≤ w^s, hence r + w^s ≤ 2w^s. Also w^(2s) ≤ w, because w ≤ 1 and 2s ≥ 1. Therefore

1/(r + w^s)² ≥ 1/(4w^(2s)) ≥ 1/(4w).

The part of the integral below a is nonnegative and can be discarded, which leaves

I(r) ≥ ∫ₐ¹ dw/(4w) = −(log a)/4 = −(log r)/(4s).

This grows without limit as r → 0. To beat a proposed bound C, choose r = exp(−4s(|C| + 1)); then I(r) ≥ |C| + 1 > C.

For s > 1/2 the divergence is stronger than a logarithm, and the same crossover frequency gives its power. Below a the denominator r + w^s lies between r and 2r, so that part of the integral lies between a/(4r²) and a/r². Since a/r² = r^(1/s − 2), the lower bound is

I(r) ≥ (1/4) r^(1/s − 2).

For the upper bound, use w^(−2s) above a:

∫ₐ¹ w^(−2s) dw = (a^(1 − 2s) − 1)/(2s − 1).

Because a^(2s) = r², the term a^(1 − 2s) is again a/r². Adding the two parts and dropping the negative constant gives

I(r) ≤ [1 + 1/(2s − 1)] r^(1/s − 2) = [2s/(2s − 1)] r^(1/s − 2).

The exponent 1/s − 2 is negative here, so both bounds diverge at the same rate. The upper prefactor itself blows up as s → 1/2 from above, where the power gives way to the logarithm.

For the quartic coupling u, the relative one-loop correction is a numerical factor times u·I(r). In this one-loop treatment about a Gaussian theory with a hard cutoff, a small u therefore keeps the correction small all the way to the transition when s < 1/2, whereas for s ≥ 1/2 the relative correction exceeds 1 in magnitude close enough to the transition, however small the fixed u > 0. Turning that into critical exponents takes a renormalisation-group argument, which the theorems below do not supply.

In the Lean file, `propagator s r w` is 1/(r + w^s) and `bubble s r` is I(r), with all arguments real numbers. The main theorem, `bubble_bounded_iff`, says: for s > 0, there is a real C with `bubble s r ≤ C` for every r satisfying 0 < r ≤ 1 if and only if s < 1/2. The constant C may depend on s but not on r, and this order of the quantifiers is what distinguishes uniform boundedness from the finiteness of each integral. The theorem `bubble_power_law` states the two-sided estimate for s > 1/2.

Several conventions are built in. Frequencies are measured in units of the cutoff, the coefficient of w^s is scaled to one, and only positive frequencies are integrated, without a factor 1/(2π); restoring such constants changes the value of the bubble but not whether it is bounded. The parameter r stands for the inverse static susceptibility of the Gaussian theory, since the propagator at w = 0 is 1/r. The condition r ≤ 1 places the crossover frequency at or below the cutoff.

The Gaussian form of the propagator is put in by definition and not derived from the spin-boson Hamiltonian. Temperature is zero, so there is an integral and not a Matsubara sum. The theorem allows every s > 0, which includes the sub-Ohmic range; for s ≥ 1 it should be read as a statement about the integral alone.

```lean
import Mathlib

open MeasureTheory

namespace SpinBosonOneLoop

noncomputable section

/-- Gaussian order-parameter propagator at frequency `w ≥ 0` (in units of the cutoff), for bath
exponent `s` and distance `r > 0` from the transition. -/
def propagator (s r w : ℝ) : ℝ := 1 / (r + w ^ s)

/-- One-loop bubble: the squared propagator integrated over frequencies up to the cutoff,
for `s > 0` and `r > 0`. -/
def bubble (s r : ℝ) : ℝ := ∫ w in (0 : ℝ)..1, propagator s r w ^ 2

/-- Crossover frequency, for `s > 0` and `r > 0`, at which the bath term `w ^ s` equals `r`. -/
def crossover (s r : ℝ) : ℝ := r ^ (1 / s)

/-- For `s > 0` and `0 < r ≤ 1` the crossover frequency is positive, is at most the cutoff `1`, and
makes the bath term equal to `r`. -/
theorem crossover_spec {s r : ℝ} (hs : 0 < s) (hr : 0 < r) (hr1 : r ≤ 1) :
    0 < crossover s r ∧ crossover s r ≤ 1 ∧ crossover s r ^ s = r := by
  unfold crossover
  refine ⟨Real.rpow_pos_of_pos hr _, Real.rpow_le_one hr.le hr1 (by positivity), ?_⟩
  rw [← Real.rpow_mul hr.le, one_div_mul_cancel hs.ne', Real.rpow_one]

/-- Away from the transition (`r > 0`), for `s > 0`, the squared propagator is integrable between
any two nonnegative frequencies. -/
theorem integrable_sq {s r a b : ℝ} (hs : 0 < s) (hr : 0 < r) (ha : 0 ≤ a) (hb : 0 ≤ b) :
    IntervalIntegrable (fun w => propagator s r w ^ 2) volume a b := by
  apply ContinuousOn.intervalIntegrable
  have hc : Continuous fun w : ℝ => w ^ s :=
    continuous_id.rpow_const (fun _ => Or.inr hs.le)
  unfold propagator
  refine (continuousOn_const.div (continuousOn_const.add hc.continuousOn) ?_).pow 2
  intro w hw
  have h0 : 0 ≤ w := le_trans (le_min ha hb) hw.1
  have h1 := Real.rpow_nonneg h0 s
  exact (by linarith : 0 < r + w ^ s).ne'

/-- For `r > 0` and `w > 0` the squared propagator is at most its critical form `w ^ (-2s)`. -/
theorem sq_le_critical {s r w : ℝ} (hr : 0 < r) (hw : 0 < w) :
    propagator s r w ^ 2 ≤ w ^ (-(2 * s)) := by
  have hp := Real.rpow_pos_of_pos hw s
  rw [Real.rpow_neg hw.le, mul_comm 2 s, Real.rpow_mul hw.le, Real.rpow_two, ← inv_pow,
    ← one_div]
  unfold propagator
  exact pow_le_pow_left₀ (by positivity) (one_div_le_one_div_of_le hp (by linarith)) 2

/-- For `0 < s < 1/2` the bubble is at most `1 / (1 - 2s)` at every distance `r > 0` from the
transition. -/
theorem bubble_le {s r : ℝ} (hs : 0 < s) (hs2 : s < 1 / 2) (hr : 0 < r) :
    bubble s r ≤ 1 / (1 - 2 * s) := by
  have hexp : -1 < -(2 * s) := by linarith
  have hI : ∫ w in (0 : ℝ)..1, w ^ (-(2 * s)) = 1 / (1 - 2 * s) := by
    rw [integral_rpow (Or.inl hexp), Real.one_rpow,
      Real.zero_rpow (by linarith : 0 < -(2 * s) + 1).ne', sub_zero]
    congr 1
    ring
  rw [← hI]
  exact intervalIntegral.integral_mono_on_of_le_Ioo zero_le_one
    (integrable_sq hs hr le_rfl zero_le_one) (intervalIntegral.intervalIntegrable_rpow' hexp)
    (fun w hw => sq_le_critical hr hw.1)

/-- For `s, r > 0` and any `a ≥ 0`, the bubble is the integral of the squared propagator from `0` to
`a` plus its integral from `a` to `1`, which is counted negatively if `a > 1`. -/
theorem bubble_split {s r a : ℝ} (hs : 0 < s) (hr : 0 < r) (ha : 0 ≤ a) :
    bubble s r = (∫ w in (0 : ℝ)..a, propagator s r w ^ 2)
      + ∫ w in a..1, propagator s r w ^ 2 :=
  (intervalIntegral.integral_add_adjacent_intervals (integrable_sq hs hr le_rfl ha)
    (integrable_sq hs hr ha zero_le_one)).symm

/-- For `s ≥ 1/2` and `0 < r ≤ 1` the bubble is at least `-log r / (4s)`. -/
theorem log_le_bubble {s r : ℝ} (hs : 1 / 2 ≤ s) (hr : 0 < r) (hr1 : r ≤ 1) :
    -Real.log r / (4 * s) ≤ bubble s r := by
  have hs0 : 0 < s := by linarith
  obtain ⟨ha, ha1, has⟩ := crossover_spec hs0 hr hr1
  have hlow : 0 ≤ ∫ w in (0 : ℝ)..crossover s r, propagator s r w ^ 2 :=
    intervalIntegral.integral_nonneg ha.le (fun w _ => sq_nonneg _)
  have hint : IntervalIntegrable (fun w : ℝ => (1 / 4) * w⁻¹) volume (crossover s r) 1 := by
    apply ContinuousOn.intervalIntegrable
    refine continuousOn_const.mul (continuousOn_id.inv₀ ?_)
    intro w hw
    rw [Set.uIcc_of_le ha1] at hw
    exact (lt_of_lt_of_le ha hw.1).ne'
  -- from the crossover frequency to the cutoff the squared propagator is at least 1 / (4 w)
  have hmono := intervalIntegral.integral_mono_on ha1 hint
    (integrable_sq hs0 hr ha.le zero_le_one) (fun w hw => by
      have hw0 : 0 < w := lt_of_lt_of_le ha hw.1
      have hp := Real.rpow_pos_of_pos hw0 s
      have hrw : r ≤ w ^ s := by
        have h := Real.rpow_le_rpow ha.le hw.1 hs0.le
        rwa [has] at h
      have h1 : w⁻¹ ≤ (1 / w ^ s) ^ 2 := by
        have h := Real.rpow_le_rpow_of_exponent_ge hw0 hw.2
          (by linarith : -(2 * s) ≤ -1)
        rwa [Real.rpow_neg_one, Real.rpow_neg hw0.le, mul_comm 2 s, Real.rpow_mul hw0.le,
          Real.rpow_two, ← inv_pow, ← one_div (w ^ s)] at h
      have h2 : (1 / (2 * w ^ s)) ^ 2 ≤ propagator s r w ^ 2 := by
        unfold propagator
        exact pow_le_pow_left₀ (by positivity)
          (one_div_le_one_div_of_le (by positivity) (by linarith)) 2
      have h3 : (1 / (2 * w ^ s)) ^ 2 = (1 / 4) * (1 / w ^ s) ^ 2 := by
        field_simp
        norm_num
      linarith)
  rw [intervalIntegral.integral_const_mul, integral_inv_of_pos ha zero_lt_one, one_div
    (crossover s r), Real.log_inv] at hmono
  have hlog : Real.log (crossover s r) = 1 / s * Real.log r := Real.log_rpow hr _
  have heq : -Real.log r / (4 * s) = 1 / 4 * -Real.log (crossover s r) := by
    rw [hlog]
    field_simp
  rw [bubble_split hs0 hr ha.le, heq]
  linarith

/-- Infrared criterion: for a bath exponent `s > 0`, the one-loop bubble is bounded uniformly over
`0 < r ≤ 1` if and only if `s < 1/2`. -/
theorem bubble_bounded_iff {s : ℝ} (hs : 0 < s) :
    (∃ C : ℝ, ∀ r : ℝ, 0 < r → r ≤ 1 → bubble s r ≤ C) ↔ s < 1 / 2 := by
  constructor
  · rintro ⟨C, hC⟩
    by_contra hcon
    -- choose r so close to the transition that the logarithm exceeds C
    have hx : 0 ≤ 4 * s * (|C| + 1) := by positivity
    have hr1 : Real.exp (-(4 * s * (|C| + 1))) ≤ 1 := Real.exp_le_one_iff.mpr (by linarith)
    have h1 := log_le_bubble (not_lt.mp hcon) (Real.exp_pos _) hr1
    have h2 := hC _ (Real.exp_pos _) hr1
    rw [Real.log_exp, neg_neg, mul_div_cancel_left₀ _ (by positivity : 4 * s ≠ 0)] at h1
    linarith [le_abs_self C]
  · intro h
    exact ⟨1 / (1 - 2 * s), fun r hr _ => bubble_le hs h hr⟩

/-- For `s > 1/2` and `0 < r ≤ 1` the bubble lies between `1/4` and `2s / (2s - 1)` times
the power `r ^ (1/s - 2)`. -/
theorem bubble_power_law {s r : ℝ} (hs : 1 / 2 < s) (hr : 0 < r) (hr1 : r ≤ 1) :
    1 / 4 * r ^ (1 / s - 2) ≤ bubble s r ∧
      bubble s r ≤ 2 * s / (2 * s - 1) * r ^ (1 / s - 2) := by
  have hs0 : 0 < s := by linarith
  have hd : 0 < 2 * s - 1 := by linarith
  obtain ⟨ha, ha1, has⟩ := crossover_spec hs0 hr hr1
  have hP : r ^ (1 / s - 2) = crossover s r * (1 / r) ^ 2 := by
    rw [Real.rpow_sub hr, Real.rpow_two, one_div_pow, mul_one_div]
    rfl
  rw [hP, bubble_split hs0 hr ha.le]
  generalize crossover s r = a at ha ha1 has
  have hi := integrable_sq hs0 hr le_rfl ha.le
  constructor
  · -- below the crossover frequency the propagator is at least 1 / (2 r)
    have h := intervalIntegral.integral_mono_on ha.le
      (intervalIntegrable_const (c := (1 / (2 * r)) ^ 2)) hi (fun w hw => by
        have h1 := Real.rpow_le_rpow hw.1 hw.2 hs0.le
        have h2 := Real.rpow_nonneg hw.1 s
        rw [has] at h1
        unfold propagator
        exact pow_le_pow_left₀ (by positivity)
          (one_div_le_one_div_of_le (by linarith) (by linarith)) 2)
    rw [intervalIntegral.integral_const, smul_eq_mul, sub_zero] at h
    have hup : 0 ≤ ∫ w in a..1, propagator s r w ^ 2 :=
      intervalIntegral.integral_nonneg ha1 (fun w _ => sq_nonneg _)
    have he : a * (1 / (2 * r)) ^ 2 = 1 / 4 * (a * (1 / r) ^ 2) := by
      field_simp
      norm_num
    linarith
  · -- bound the propagator by 1 / r below the crossover and by its critical form above
    have h := intervalIntegral.integral_mono_on ha.le hi
      (intervalIntegrable_const (c := (1 / r) ^ 2)) (fun w hw => by
        have h2 := Real.rpow_nonneg hw.1 s
        unfold propagator
        exact pow_le_pow_left₀ (by positivity)
          (one_div_le_one_div_of_le hr (by linarith)) 2)
    rw [intervalIntegral.integral_const, smul_eq_mul, sub_zero] at h
    have h0 : (0 : ℝ) ∉ Set.uIcc a 1 := by
      intro hm
      rw [Set.uIcc_of_le ha1] at hm
      linarith [hm.1]
    have h' := intervalIntegral.integral_mono_on ha1 (integrable_sq hs0 hr ha.le zero_le_one)
      (intervalIntegral.intervalIntegrable_rpow (r := -(2 * s)) (Or.inr h0))
      (fun w hw => sq_le_critical hr (lt_of_lt_of_le ha hw.1))
    have hne : -(2 * s) ≠ -1 := by
      intro hc
      linarith
    have hpow : a ^ (-(2 * s) + 1) = a * (1 / r) ^ 2 := by
      rw [Real.rpow_add ha, Real.rpow_one, Real.rpow_neg ha.le, mul_comm 2 s,
        Real.rpow_mul ha.le, has, Real.rpow_two, one_div, inv_pow, mul_comm]
    rw [integral_rpow (Or.inr ⟨hne, h0⟩), Real.one_rpow, hpow] at h'
    have he : (1 - a * (1 / r) ^ 2) / (-(2 * s) + 1)
        = (a * (1 / r) ^ 2) / (2 * s - 1) - 1 / (2 * s - 1) := by
      rw [← sub_div, show -(2 * s) + 1 = -(2 * s - 1) by ring, div_neg, ← neg_div, neg_sub]
    have hsum : 2 * s / (2 * s - 1) * (a * (1 / r) ^ 2)
        = a * (1 / r) ^ 2 + (a * (1 / r) ^ 2) / (2 * s - 1) := by
      have hc : 2 * s / (2 * s - 1) = 1 + 1 / (2 * s - 1) := by
        rw [div_eq_iff hd.ne', add_mul, one_div_mul_cancel hd.ne']
        ring
      rw [hc]
      ring
    have hpos : 0 < 1 / (2 * s - 1) := by positivity
    rw [he] at h'
    linarith

end

end SpinBosonOneLoop
```

```lean
#print axioms SpinBosonOneLoop.bubble_bounded_iff
#print axioms SpinBosonOneLoop.bubble_power_law
```

```
'SpinBosonOneLoop.bubble_bounded_iff' depends on axioms: [propext, Classical.choice, Quot.sound]
'SpinBosonOneLoop.bubble_power_law' depends on axioms: [propext, Classical.choice, Quot.sound]
```

The lemma `crossover_spec` collects the three properties of a used above: a > 0, a ≤ 1 and a^s = r. Next, `integrable_sq` shows that the squared propagator is integrable between nonnegative frequencies, because it is continuous there and its denominator is positive. This matters because Lean assigns the value 0 to the integral of a non-integrable function, so an inequality for `bubble` has its intended meaning only once integrability is known.

The case s < 1/2 is handled by `sq_le_critical`, which is the pointwise comparison with w^(−2s), and `bubble_le`, which integrates it. The comparison is needed only on the open interval, so the singular endpoint w = 0 of the critical form causes no difficulty. Mathlib's `integral_rpow` evaluates the remaining integral to 1/(1 − 2s).

For s ≥ 1/2, `bubble_split` cuts the integral at a chosen frequency, and `log_le_bubble` applies it at the crossover. Inside that proof, `hlow` says that the low-frequency part is nonnegative. The step `hrw` is r ≤ w^s, `h1` is 1/w ≤ 1/w^(2s), and `h2` replaces the denominator r + w^s by the larger 2w^s. Together with the factor 1/4 extracted in `h3`, they give the integrand bound 1/(4w). Integrating it produces −(log a)/4, and `hlog` converts log a into (log r)/s.

The main theorem combines the two estimates. In the forward direction it assumes a bound C together with s ≥ 1/2, takes the exponentially small r given above, and finds that the bubble is both at most C and at least |C| + 1, a contradiction. In the reverse direction it supplies C = 1/(1 − 2s).

In `bubble_power_law`, the identity `hP` rewrites r^(1/s − 2) as a/r², after which `generalize` replaces the crossover by a variable `a` that keeps only the three properties from `crossover_spec`. The lower bound compares the integrand below a with the constant 1/(2r)² and discards the part above. The upper bound compares it with 1/r² below a and with w^(−2s) above. There `hpow` is the identity a^(1 − 2s) = a/r², `he` puts the integrated tail into the form used above, and `hsum` splits the prefactor 2s/(2s − 1) into 1 + 1/(2s − 1). The final `linarith` adds the two parts and drops the negative constant −1/(2s − 1).
